# A nondegenerate eigenpair of a real symmetric matrix extends locally along a $C^k$ family

States are real vectors with finitely many components, with the dot product $\psi\cdot\phi=\sum_i\psi_i\phi_i$. Let $H(t)$ be a family of real square matrices depending on one real parameter $t$. For a Hamiltonian these matrices are symmetric, but the results below need symmetry only at one point $t_0$. An eigenpair $(E,\psi)$ of $H(t)$ satisfies $H(t)\psi=E\psi$ and $\psi\cdot\psi=1$. It is nondegenerate if every solution $v$ of $H(t)v=Ev$ is a multiple of $\psi$; physically, no independent state shares the energy. Let $k\ge1$ be an integer; $C^k$ means $k$ times continuously differentiable.

## The branch from the inverse function theorem

Suppose that the entries of $H$ are $C^k$ near $t_0$, that $H(t_0)$ is symmetric, and that $(E_0,\psi_0)$ is a nondegenerate eigenpair of $H(t_0)$. Then on an open interval around $t_0$ there are $C^k$ functions $E(t)$ and $\psi(t)$ that form an eigenpair of $H(t)$, with $E(t_0)=E_0$ and $\psi(t_0)=\psi_0$.

Collect the conditions in one map,
$$F(t,\psi,E)=\bigl(t,\;H(t)\psi-E\psi,\;\psi\cdot\psi-1\bigr).$$
Its value is $(t,0,0)$ exactly when $(E,\psi)$ is an eigenpair of $H(t)$. At $(t_0,\psi_0,E_0)$ its derivative in the direction $(\tau,v,\varepsilon)$ is
$$\bigl(\tau,\;\tau H'(t_0)\psi_0+H(t_0)v-E_0v-\varepsilon\psi_0,\;2\,\psi_0\cdot v\bigr).$$
If this vanishes, then $\tau=0$, $\psi_0\cdot v=0$ and
$$H(t_0)v=E_0v+\varepsilon\psi_0.$$
Take the dot product with $\psi_0$. By symmetry the left side is $(H(t_0)\psi_0)\cdot v=E_0\,\psi_0\cdot v=0$, and the right side is $\varepsilon$, so $\varepsilon=0$. Now $H(t_0)v=E_0v$, and nondegeneracy gives $v=c\psi_0$ for some real $c$. Finally $0=\psi_0\cdot v=c$, so $v=0$.

The derivative is an injective linear map of a finite-dimensional space to itself, hence invertible. The inverse function theorem supplies a $C^k$ local inverse $g$ of $F$, and $(t,\psi(t),E(t))=g(t,0,0)$ is the required branch.

Symmetry at $t_0$ is easily overlooked, because a one-dimensional eigenspace may seem to be enough. The matrix $\begin{pmatrix}0&1\\t&0\end{pmatrix}$ has a one-dimensional eigenspace at $t=0$, but its eigenvalues satisfy $E^2=t$, so for $t<0$ there is no real eigenpair at all.

The usual derivation of the Hellmann–Feynman formula differentiates $E(t)$ and $\psi(t)$. For a $C^1$ family of real symmetric matrices, such as a Hamiltonian with real $C^1$ matrix elements in a fixed finite orthonormal basis, the result supplies a differentiable choice of both near a nondegenerate level.

## Eigenpairs and the residual map in Lean

The finite type `n` labels the basis states.

```lean
import Mathlib

open Matrix Filter Topology

namespace SmoothEigenpair

noncomputable section

variable {n : Type*} [Fintype n]
```

The first definition contains both the eigenvalue equation and the normalisation.

```lean
/-- `ψ` is a normalised eigenvector of the matrix `A` with energy `E`. -/
def IsEigenpair (A : Matrix n n ℝ) (E : ℝ) (ψ : n → ℝ) : Prop :=
  A *ᵥ ψ = E • ψ ∧ ψ ⬝ᵥ ψ = 1
```

Nondegeneracy is a separate condition, a bound on the solution space at energy `E`.

```lean
/-- Every solution of the eigenvalue equation of `A` at energy `E` is a multiple of `ψ`. -/
def IsNondegenerate (A : Matrix n n ℝ) (E : ℝ) (ψ : n → ℝ) : Prop :=
  ∀ v : n → ℝ, A *ᵥ v = E • v → ∃ c : ℝ, v = c • ψ
```

The map $F$ acts on triples in the order parameter, state, energy.

```lean
/-- Triples (parameter, state vector, energy). -/
abbrev Config (n : Type*) := ℝ × (n → ℝ) × ℝ

/-- The parameter together with the residuals of the eigenvalue equation and of the
normalisation condition. -/
def eigenMap (H : ℝ → Matrix n n ℝ) (p : Config n) : Config n :=
  (p.1, H p.1 *ᵥ p.2.1 - p.2.2 • p.2.1, p.2.1 ⬝ᵥ p.2.1 - 1)
```

The next theorem identifies the solutions of $F=(t,0,0)$ with eigenpairs. In `(t, 0)` the zero stands for both residuals.

```lean
/-- The residuals vanish at parameter `t` exactly for the normalised eigenpairs of `H t`. -/
theorem eigenMap_eq_iff (H : ℝ → Matrix n n ℝ) (p : Config n) (t : ℝ) :
    eigenMap H p = (t, 0) ↔ p.1 = t ∧ IsEigenpair (H t) p.2.2 p.2.1 := by
  obtain ⟨s, x, e⟩ := p
  constructor
  · intro h
    have h1 : s = t := congrArg Prod.fst h
    have h2 : H s *ᵥ x - e • x = 0 := congrArg (fun q : Config n => q.2.1) h
    have h3 : x ⬝ᵥ x - 1 = 0 := congrArg (fun q : Config n => q.2.2) h
    subst h1
    exact ⟨rfl, sub_eq_zero.1 h2, sub_eq_zero.1 h3⟩
  · rintro ⟨h1, h2, h3⟩
    change s = t at h1
    subst h1
    exact Prod.ext rfl (Prod.ext (sub_eq_zero.2 h2) (sub_eq_zero.2 h3))
```

## Invertibility of the linearised equations

This is the kernel computation above after $\tau=0$ has been found: `hε` is the projection on $\psi_0$, and `hc0` is the use of normalisation.

```lean
/-- For a nondegenerate eigenpair of a symmetric matrix, the linearised eigenvalue equation
with linearised normalisation has only the zero solution. -/
theorem bordered_system_trivial {A : Matrix n n ℝ} {E ε : ℝ} {ψ v : n → ℝ}
    (hA : A.IsSymm) (hψ : IsEigenpair A E ψ) (hnd : IsNondegenerate A E ψ)
    (hv : A *ᵥ v = E • v + ε • ψ) (horth : ψ ⬝ᵥ v = 0) : v = 0 ∧ ε = 0 := by
  have hsym : ψ ᵥ* A = A *ᵥ ψ := by rw [← Matrix.vecMul_transpose, hA.eq]
  -- projecting on `ψ` removes the energy shift
  have hε : ε = 0 := by
    have h := congrArg (fun w => ψ ⬝ᵥ w) hv
    simp only [Matrix.dotProduct_mulVec, hsym, hψ.1, smul_dotProduct, dotProduct_add,
      dotProduct_smul, horth, hψ.2, smul_eq_mul] at h
    linarith
  -- nondegeneracy leaves a multiple of `ψ`, which normalisation removes
  obtain ⟨c, hc⟩ := hnd v (by rw [hv, hε, zero_smul, add_zero])
  have hc0 : c = 0 := by
    rw [hc, dotProduct_smul, hψ.2, smul_eq_mul, mul_one] at horth
    exact horth
  exact ⟨by rw [hc, hc0, zero_smul], hε⟩
```

The Lean proof avoids computing $H'(t_0)$. Along a line through the eigenpair, the parameter component of $F$ is affine and forces $\tau=0$. With $t$ then fixed at $t_0$, the other components are quadratic polynomials in the line variable, and a vanishing derivative at the origin removes their linear coefficients.

```lean
/-- If a quadratic polynomial has zero derivative at the origin, its linear coefficient
vanishes. -/
lemma linear_coeff_zero {g : ℝ → ℝ} (hg : HasDerivAt g 0 0) (a b c : ℝ)
    (h : ∀ s, g s = a + b * s + c * s ^ 2) : b = 0 := by
  have h2 : HasDerivAt (fun s : ℝ => a + b * s + c * s ^ 2) b 0 := by
    have h3 := (((hasDerivAt_id' (0 : ℝ)).const_mul b).const_add a).fun_add
      (((hasDerivAt_id' (0 : ℝ)).fun_pow 2).const_mul c)
    exact h3.congr_deriv (by simp)
  rw [funext h] at hg
  exact h2.unique hg
```

Smoothness of $F$ follows entry by entry, since it is built from the entries of $H$ by sums and products.

```lean
/-- The residual map is as smooth as the matrix elements of `H`. -/
theorem contDiffAt_eigenMap {H : ℝ → Matrix n n ℝ} {t₀ : ℝ} {k : WithTop ℕ∞}
    (hH : ∀ i j, ContDiffAt ℝ k (fun t => H t i j) t₀) (x : n → ℝ) (e : ℝ) :
    ContDiffAt ℝ k (eigenMap H) (t₀, x, e) := by
  have hx : ∀ j, ContDiffAt ℝ k (fun p : Config n => p.2.1 j) (t₀, x, e) := fun j =>
    ((contDiff_apply ℝ ℝ j).comp (contDiff_fst.comp contDiff_snd)).contDiffAt
  have he : ContDiffAt ℝ k (fun p : Config n => p.2.2) (t₀, x, e) :=
    (contDiff_snd.comp contDiff_snd).contDiffAt
  have hM : ∀ i j, ContDiffAt ℝ k (fun p : Config n => H p.1 i j) (t₀, x, e) := fun i j =>
    ContDiffAt.comp (f := Prod.fst) (g := fun t => H t i j) (t₀, x, e) (hH i j) contDiffAt_fst
  have h1 : ContDiffAt ℝ k
      (fun p : Config n => H p.1 *ᵥ p.2.1 - p.2.2 • p.2.1) (t₀, x, e) :=
    contDiffAt_pi.2 fun i =>
      (ContDiffAt.sum fun j _ => (hM i j).mul (hx j)).sub (he.mul (hx i))
  have h2 : ContDiffAt ℝ k (fun p : Config n => p.2.1 ⬝ᵥ p.2.1 - 1) (t₀, x, e) :=
    (ContDiffAt.sum fun j _ => (hx j).mul (hx j)).sub contDiffAt_const
  exact contDiffAt_fst.prodMk (h1.prodMk h2)
```

In the next proof, `hτ`, `hv` and `ho` are the three kernel equations. The preceding theorem on the linearised equations then gives injectivity, and finite dimension gives the invertible derivative `L`.

```lean
/-- At a nondegenerate eigenpair of a symmetric matrix the residual map, if differentiable, has
an invertible derivative. -/
theorem exists_invertible_derivative {H : ℝ → Matrix n n ℝ} {t₀ E : ℝ} {ψ : n → ℝ}
    (hd : DifferentiableAt ℝ (eigenMap H) (t₀, ψ, E)) (hA : (H t₀).IsSymm)
    (hψ : IsEigenpair (H t₀) E ψ) (hnd : IsNondegenerate (H t₀) E ψ) :
    ∃ L : Config n ≃L[ℝ] Config n,
      HasFDerivAt (eigenMap H) (L : Config n →L[ℝ] Config n) (t₀, ψ, E) := by
  obtain ⟨L, hL⟩ := hd
  have hker : ∀ w, L w = 0 → w = 0 := by
    rintro ⟨τ, v, ε⟩ hw
    -- differentiate along the line through the eigenpair in the direction `(τ, v, ε)`
    have hl : HasDerivAt
        (fun s : ℝ => eigenMap H ((t₀, ψ, E) + s • (τ, v, ε))) 0 0 := by
      have h := hL.hasLineDerivAt (τ, v, ε)
      rw [hw] at h
      exact h
    have hcomp : ∀ M : Config n →L[ℝ] ℝ, HasDerivAt
        (fun s : ℝ => M (eigenMap H ((t₀, ψ, E) + s • (τ, v, ε)))) 0 0 := fun M => by
      have h := M.hasFDerivAt.comp_hasDerivAt (0 : ℝ) hl
      rw [map_zero M] at h
      exact h
    have hτ : τ = 0 := linear_coeff_zero
      (hcomp (ContinuousLinearMap.fst ℝ ℝ ((n → ℝ) × ℝ))) t₀ τ 0 fun s => by
        change t₀ + s * τ = _
        ring
    subst hτ
    have hv : H t₀ *ᵥ v = E • v + ε • ψ := by
      ext i
      have h := linear_coeff_zero
        (hcomp ((ContinuousLinearMap.proj (R := ℝ) (φ := fun _ : n => ℝ) i).comp
          ((ContinuousLinearMap.fst ℝ (n → ℝ) ℝ).comp
            (ContinuousLinearMap.snd ℝ ℝ ((n → ℝ) × ℝ)))))
        ((H t₀ *ᵥ ψ) i - E * ψ i) ((H t₀ *ᵥ v) i - ε * ψ i - E * v i) (-(ε * v i))
        fun s => by
          change (H (t₀ + s * 0) *ᵥ (ψ + s • v)) i - (E + s * ε) * (ψ i + s * v i) = _
          rw [mul_zero, add_zero, Matrix.mulVec_add, Matrix.mulVec_smul]
          simp only [Pi.add_apply, Pi.smul_apply, smul_eq_mul]
          ring
      simp only [Pi.add_apply, Pi.smul_apply, smul_eq_mul]
      linarith
    have ho : 2 * (ψ ⬝ᵥ v) = 0 := linear_coeff_zero
      (hcomp ((ContinuousLinearMap.snd ℝ (n → ℝ) ℝ).comp
        (ContinuousLinearMap.snd ℝ ℝ ((n → ℝ) × ℝ))))
      (ψ ⬝ᵥ ψ - 1) (2 * (ψ ⬝ᵥ v)) (v ⬝ᵥ v) fun s => by
        change (ψ + s • v) ⬝ᵥ (ψ + s • v) - 1 = _
        simp only [add_dotProduct, dotProduct_add, smul_dotProduct, dotProduct_smul,
          smul_eq_mul, dotProduct_comm v ψ]
        ring
    obtain ⟨h1, h2⟩ := bordered_system_trivial hA hψ hnd hv (by linarith)
    rw [h1, h2]
    rfl
  -- in finite dimension an injective endomorphism is invertible
  have hinj : Function.Injective (L : Config n →ₗ[ℝ] Config n) :=
    (injective_iff_map_eq_zero (L : Config n →ₗ[ℝ] Config n)).2 hker
  refine ⟨(LinearEquiv.ofInjectiveEndo _ hinj).toContinuousLinearEquiv, ?_⟩
  exact hL.congr_fderiv (ContinuousLinearMap.ext fun w => rfl)
```

## Existence of the $C^k$ branch

The hypothesis `hH` asks for $C^k$ entries at `t₀`, which for finite `k` means on a neighbourhood. Only `H t₀` is assumed to be symmetric; the case `k = 1` with every `H t` symmetric is included. The interval has half-width `δ`, for which no estimate is given, and it may depend on `k`.

The proof takes the local inverse `g` and restricts it to the curve `(t, 0)`. The facts `hev` and `hsm` say that the equations and the smoothness persist near `t₀`; `δ` is chosen so that both hold on the whole interval.

```lean
/-- A nondegenerate normalised eigenpair of a symmetric matrix `H t₀` extends to normalised
eigenpairs of `H t` on an open interval around `t₀`, with energy and state vector `k` times
continuously differentiable when the matrix elements are so at `t₀` and `k ≥ 1`. -/
theorem exists_smooth_eigenpair {H : ℝ → Matrix n n ℝ} {t₀ E₀ : ℝ} {ψ₀ : n → ℝ} {k : ℕ}
    (hk : k ≠ 0) (hH : ∀ i j, ContDiffAt ℝ k (fun t => H t i j) t₀) (hA : (H t₀).IsSymm)
    (hψ : IsEigenpair (H t₀) E₀ ψ₀) (hnd : IsNondegenerate (H t₀) E₀ ψ₀) :
    ∃ δ > 0, ∃ (E : ℝ → ℝ) (ψ : ℝ → n → ℝ), E t₀ = E₀ ∧ ψ t₀ = ψ₀ ∧
      ContDiffOn ℝ k E (Set.Ioo (t₀ - δ) (t₀ + δ)) ∧
      ContDiffOn ℝ k ψ (Set.Ioo (t₀ - δ) (t₀ + δ)) ∧
      ∀ t ∈ Set.Ioo (t₀ - δ) (t₀ + δ), IsEigenpair (H t) (E t) (ψ t) := by
  have hk' : (k : WithTop ℕ∞) ≠ 0 := by exact_mod_cast hk
  have hc := contDiffAt_eigenMap hH ψ₀ E₀
  obtain ⟨L, hL⟩ := exists_invertible_derivative (hc.differentiableAt hk') hA hψ hnd
  have hs := hc.hasStrictFDerivAt' hL hk'
  -- the local inverse of the residual map
  obtain ⟨g, hg, hr, hga⟩ : ∃ g : Config n → Config n,
      ContDiffAt ℝ k g (eigenMap H (t₀, ψ₀, E₀)) ∧
      (∀ᶠ y in 𝓝 (eigenMap H (t₀, ψ₀, E₀)), eigenMap H (g y) = y) ∧
      g (eigenMap H (t₀, ψ₀, E₀)) = (t₀, ψ₀, E₀) :=
    ⟨hs.localInverse _ _ _, hc.to_localInverse hL hk', hs.eventually_right_inverse,
      hs.localInverse_apply_image⟩
  rw [(eigenMap_eq_iff H (t₀, ψ₀, E₀) t₀).2 ⟨rfl, hψ⟩] at hg hr hga
  have hcurve : ContDiff ℝ k (fun t : ℝ => ((t, 0) : Config n)) :=
    contDiff_id.prodMk contDiff_const
  have hgc : ContDiffAt ℝ k (fun t : ℝ => g (t, 0)) t₀ :=
    ContDiffAt.comp (g := g) (f := fun t : ℝ => ((t, 0) : Config n)) t₀ hg hcurve.contDiffAt
  have hev : ∀ᶠ t in 𝓝 t₀, eigenMap H (g (t, 0)) = (t, 0) :=
    (hcurve.continuous.tendsto t₀).eventually hr
  have hsm := hgc.eventually (by simp)
  obtain ⟨δ, hδ, hball⟩ := Metric.eventually_nhds_iff_ball.1 (hev.and hsm)
  rw [Real.ball_eq_Ioo] at hball
  exact ⟨δ, hδ, fun t => (g (t, 0)).2.2, fun t => (g (t, 0)).2.1,
    congrArg (fun q : Config n => q.2.2) hga, congrArg (fun q : Config n => q.2.1) hga,
    fun t ht => (hball t ht).2.snd.snd.contDiffWithinAt,
    fun t ht => (hball t ht).2.snd.fst.contDiffWithinAt,
    fun t ht => ((eigenMap_eq_iff H _ t).1 (hball t ht).1).2⟩
```

## Uniqueness of the continuous branch

Normalisation gives $\psi\cdot H\psi=E$.

```lean
/-- The energy of a normalised eigenvector is its expectation value. -/
lemma IsEigenpair.energy_eq {A : Matrix n n ℝ} {E : ℝ} {ψ : n → ℝ}
    (h : IsEigenpair A E ψ) : ψ ⬝ᵥ A *ᵥ ψ = E := by
  rw [h.1, dotProduct_smul, h.2, smul_eq_mul, mul_one]
```

The energy of a continuous state branch is therefore continuous at $t_0$. Two such branches with the same state at $t_0$ also have the same energy there, so both triples stay close to the same point, where $F$ is injective. Since $F$ sends both to $(t,0,0)$, they coincide. In the Lean statement this map is `eigenMap`, while `F` denotes the energy of the second branch. The condition `h0` fixes the sign: $-\psi(t)$ is another normalised branch, but it starts from $-\psi(t_0)$.

```lean
/-- Two branches of normalised eigenvectors that are continuous at `t₀` and agree there, at a
nondegenerate level of a symmetric `H t₀`, coincide near `t₀` together with their energies, when
the matrix elements are continuously differentiable at `t₀`. -/
theorem eigenpair_unique {H : ℝ → Matrix n n ℝ} {t₀ : ℝ} {E F : ℝ → ℝ} {ψ φ : ℝ → n → ℝ}
    (hH : ∀ i j, ContDiffAt ℝ 1 (fun t => H t i j) t₀) (hA : (H t₀).IsSymm)
    (hnd : IsNondegenerate (H t₀) (E t₀) (ψ t₀))
    (hψc : ContinuousAt ψ t₀) (hφc : ContinuousAt φ t₀) (h0 : φ t₀ = ψ t₀)
    (hψ : ∀ᶠ t in 𝓝 t₀, IsEigenpair (H t) (E t) (ψ t))
    (hφ : ∀ᶠ t in 𝓝 t₀, IsEigenpair (H t) (F t) (φ t)) :
    ∀ᶠ t in 𝓝 t₀, E t = F t ∧ ψ t = φ t := by
  -- energies inherit continuity from the state vectors
  have hcont : ∀ (G : ℝ → ℝ) (χ : ℝ → n → ℝ), ContinuousAt χ t₀ →
      (∀ᶠ t in 𝓝 t₀, IsEigenpair (H t) (G t) (χ t)) → ContinuousAt G t₀ := by
    intro G χ hχ hG
    have hi := fun i => (continuousAt_pi.1 hχ i).tendsto
    have h : ContinuousAt (fun t => χ t ⬝ᵥ H t *ᵥ χ t) t₀ :=
      tendsto_finsetSum _ fun i _ => (hi i).mul
        (tendsto_finsetSum _ fun j _ => (hH i j).continuousAt.tendsto.mul (hi j))
    exact h.congr (hG.mono fun t ht => ht.energy_eq)
  have hF0 : F t₀ = E t₀ := by
    rw [← hφ.self_of_nhds.energy_eq, ← hψ.self_of_nhds.energy_eq, h0]
  have hc := contDiffAt_eigenMap hH (ψ t₀) (E t₀)
  obtain ⟨L, hL⟩ := exists_invertible_derivative (hc.differentiableAt one_ne_zero) hA
    hψ.self_of_nhds hnd
  have hleft := (hc.hasStrictFDerivAt' hL one_ne_zero).eventually_left_inverse
  have hp : Tendsto (fun t => ((t, ψ t, E t) : Config n)) (𝓝 t₀) (𝓝 (t₀, ψ t₀, E t₀)) :=
    continuousAt_id.prodMk (hψc.prodMk (hcont E ψ hψc hψ))
  have hq : Tendsto (fun t => ((t, φ t, F t) : Config n)) (𝓝 t₀) (𝓝 (t₀, ψ t₀, E t₀)) := by
    rw [← h0, ← hF0]
    exact continuousAt_id.prodMk (hφc.prodMk (hcont F φ hφc hφ))
  filter_upwards [hp.eventually hleft, hq.eventually hleft, hψ, hφ] with t h1 h2 h3 h4
  rw [(eigenMap_eq_iff H (t, ψ t, E t) t).2 ⟨rfl, h3⟩] at h1
  rw [(eigenMap_eq_iff H (t, φ t, F t) t).2 ⟨rfl, h4⟩] at h2
  have h := h1.symm.trans h2
  exact ⟨congrArg (fun q : Config n => q.2.2) h, congrArg (fun q : Config n => q.2.1) h⟩
```

## Failure at a level crossing

Consider the diagonal family with energies $t$ and $-t$.

```lean
/-- Two levels with energies `t` and `-t`, which cross at `t = 0`. -/
def crossing (t : ℝ) : Matrix (Fin 2) (Fin 2) ℝ := !![t, 0; 0, -t]
```

At $t=0$ every unit vector is an eigenvector, including $(3/5,4/5)$. For $t\ne0$, label the components 0 and 1 as Lean does. The eigenvalue equation reads $E\psi_0=t\psi_0$ and $E\psi_1=-t\psi_1$, where $\psi_0$ now denotes a component. Multiplying the first equation by $\psi_1$ and the second by $\psi_0$ and subtracting gives $2t\psi_0\psi_1=0$, so $\psi_0\psi_1=0$. Continuity would make this product vanish at $t=0$ too, where it equals $12/25$.

```lean
/-- At the level crossing the vector `(3/5, 4/5)` is a normalised eigenvector, but no branch of
normalised eigenvectors passes through it continuously. -/
theorem no_continuous_branch_at_crossing :
    IsEigenpair (crossing 0) 0 ![3 / 5, 4 / 5] ∧
    ¬ ∃ (E : ℝ → ℝ) (ψ : ℝ → Fin 2 → ℝ), ContinuousAt ψ 0 ∧ ψ 0 = ![3 / 5, 4 / 5] ∧
      ∀ᶠ t in 𝓝 0, IsEigenpair (crossing t) (E t) (ψ t) := by
  refine ⟨⟨?_, ?_⟩, ?_⟩
  · ext i
    fin_cases i <;> simp [crossing, Matrix.mulVec, dotProduct, Fin.sum_univ_two]
  · norm_num [dotProduct, Fin.sum_univ_two]
  · rintro ⟨E, ψ, hc, h0, he⟩
    have hp : Tendsto (fun t => ψ t 0 * ψ t 1) (𝓝[≠] 0) (𝓝 (ψ 0 0 * ψ 0 1)) :=
      ((continuousAt_pi.1 hc 0).tendsto.mul (continuousAt_pi.1 hc 1).tendsto).mono_left
        nhdsWithin_le_nhds
    -- away from the crossing one of the two components vanishes
    have hz : ∀ᶠ t in 𝓝[≠] (0 : ℝ), ψ t 0 * ψ t 1 = 0 := by
      filter_upwards [he.filter_mono nhdsWithin_le_nhds, self_mem_nhdsWithin] with t ht hne
      have m0 : (crossing t *ᵥ ψ t) 0 = t * ψ t 0 := by
        simp [crossing, Matrix.mulVec, dotProduct, Fin.sum_univ_two]
      have m1 : (crossing t *ᵥ ψ t) 1 = -(t * ψ t 1) := by
        simp [crossing, Matrix.mulVec, dotProduct, Fin.sum_univ_two]
      rw [ht.1] at m0 m1
      change E t * ψ t 0 = _ at m0
      change E t * ψ t 1 = _ at m1
      have h : t * (ψ t 0 * ψ t 1) = 0 := by
        linear_combination (1 / 2) * ψ t 0 * m1 - (1 / 2) * ψ t 1 * m0
      exact (mul_eq_zero.1 h).resolve_left hne
    have hlim : Tendsto (fun t => ψ t 0 * ψ t 1) (𝓝[≠] 0) (𝓝 0) :=
      tendsto_const_nhds.congr' (hz.mono fun t h => h.symm)
    have h := tendsto_nhds_unique hp hlim
    rw [h0] at h
    norm_num at h

end

end SmoothEigenpair
```

The obstruction concerns the chosen vector: $(1,0)$ continues through the crossing as a constant state with energy $t$.

```lean
#print axioms SmoothEigenpair.exists_smooth_eigenpair
#print axioms SmoothEigenpair.eigenpair_unique
#print axioms SmoothEigenpair.no_continuous_branch_at_crossing
```

```
'SmoothEigenpair.exists_smooth_eigenpair' depends on axioms: [propext, Classical.choice, Quot.sound]
'SmoothEigenpair.eigenpair_unique' depends on axioms: [propext, Classical.choice, Quot.sound]
'SmoothEigenpair.no_continuous_branch_at_crossing' depends on axioms: [propext, Classical.choice, Quot.sound]
```
